# In any integer base b ≥ 2, each run of b^m consecutive van der Corput points has exactly one point in each of b^m equal subintervals of [0, 1)

Any $2^m$ consecutive binary van der Corput points are supposed to put exactly one point in each of the $2^m$ equal bins of $[0,1)$. I believe it for indices $0$ to $2^m-1$, where mirroring the bits only permutes the bins. But I use these points as coupling values $\lambda$ in a thermodynamic integration, and I discard the first three. My block of four then has indices 3 to 6, and the higher bits change in the middle of it. Is there still one point per bin, and what can I say about the integration error?

## The starting index does not matter

Yes: every window of $b^m$ consecutive indices has exactly one point in each bin, in every integer base $b\ge 2$. If the integrand has Lipschitz constant $K$ on $[0,1]$, the plain average over the window differs from the integral by at most $K/b^m$. Your block gives $3/4,\ 1/8,\ 5/8,\ 3/8$, one point in each quarter.

Write $k=\sum_i d_i b^i$ with digits $0\le d_i<b$. The point with index $k$ is $v(k)=\sum_i d_i b^{-i-1}$. Let $q=\lfloor k/b\rfloor$, which is $k$ without its lowest digit. Then

$$v(k)=\frac{d_0+v(q)}{b}.$$

Since $v(0)=0$ and $q<k$ for $k>0$, induction gives $0\le v(k)<(b-1+1)/b=1$.

Let $S_{m,j}=[j/b^m,(j+1)/b^m)$ for $0\le j<b^m$. The claim is that $v(k)\in S_{m,j}$ holds exactly when $k$ has one particular residue modulo $b^m$. For $m=0$ the only bin is $[0,1)$ and the residue is 0. For the step to $m+1$, take $j<b^{m+1}$ and write $j=cb^m+i$ with $0\le c<b$ and $0\le i<b^m$. Multiplied by $b^{m+1}$, the condition $v(k)\in S_{m+1,j}$ reads

$$cb^m+i\le d_0b^m+b^m v(q)<cb^m+i+1 .$$

Here $0\le b^m v(q)<b^m$. If $d_0\le c-1$, the middle is below $cb^m$ and the left inequality fails. If $d_0\ge c+1$, the middle is at least $(c+1)b^m\ge cb^m+i+1$ and the right one fails. So $d_0=c$, and what remains is $v(q)\in S_{m,i}$. By the induction hypothesis this means $q\equiv r \pmod{b^m}$ for some fixed $r<b^m$. As $k=d_0+bq$, the two conditions together say $k\equiv c+br\pmod{b^{m+1}}$.

Any $b^m$ consecutive integers contain each residue modulo $b^m$ once, wherever they start. The changing higher bits are therefore harmless.

For the error, let $f$ be the integrand, put $M=b^m$ and let $k_j$ be the index in the window whose point lies in $S_{m,j}$. Then

$$\frac1M\sum_j f(v(k_j))-\int_0^1 f\,dx=\sum_j\int_{S_{m,j}}\bigl[f(v(k_j))-f(x)\bigr]dx .$$

Both arguments lie in a bin of width $1/M$, so the bracket is at most $K/M$ in size. Each bin contributes at most $K/M^2$, and the $M$ bins together at most $K/M$.

Here is the same argument in Lean 4 with Mathlib.

```lean
import Mathlib

namespace VanDerCorput

noncomputable section

/-- The van der Corput point of index `k` in base `b ≥ 2`: the base-`b` digits of `k`
mirrored at the radix point. Digits at positions `i ≥ k` vanish, so the sum stops there. -/
def radicalInverse (b k : ℕ) : ℝ :=
  ∑ i ∈ Finset.range k, ((k / b ^ i % b : ℕ) : ℝ) / (b : ℝ) ^ (i + 1)

/-- The stratum number `j` of width `1 / b ^ m`, for a base `b ≥ 2`. -/
def stratum (b m j : ℕ) : Set ℝ :=
  Set.Ico ((j : ℝ) / (b : ℝ) ^ m) (((j : ℝ) + 1) / (b : ℝ) ^ m)

/-- In base `b ≥ 2`, the lowest digit of the index becomes the leading digit of the point,
and the remaining digits give the point of index `k / b`, scaled down by `b`. -/
theorem radicalInverse_step {b : ℕ} (hb : 2 ≤ b) (k : ℕ) :
    radicalInverse b k = (((k % b : ℕ) : ℝ) + radicalInverse b (k / b)) / b := by
  -- the digit sum may be extended by vanishing digits
  have ext : ∀ q N : ℕ, q ≤ N →
      ∑ i ∈ Finset.range N, ((q / b ^ i % b : ℕ) : ℝ) / (b : ℝ) ^ (i + 1)
        = radicalInverse b q := by
    intro q N h
    unfold radicalInverse
    symm
    apply Finset.sum_subset
      (fun i hi => Finset.mem_range.2 (lt_of_lt_of_le (Finset.mem_range.1 hi) h))
    intro i _ hi
    have hqi : q ≤ i := by simpa using hi
    have hq : q < b ^ i :=
      lt_of_lt_of_le (Nat.lt_pow_self hb) (Nat.pow_le_pow_right (by omega) hqi)
    simp [Nat.div_eq_of_lt hq]
  have hs : ∀ i : ℕ, ((k / b ^ (i + 1) % b : ℕ) : ℝ) / (b : ℝ) ^ (i + 1 + 1)
      = ((k / b / b ^ i % b : ℕ) : ℝ) / (b : ℝ) ^ (i + 1) / b := by
    intro i
    rw [Nat.div_div_eq_div_mul, ← pow_succ', div_div, ← pow_succ]
  rw [← ext k (k + 1) (by omega), ← ext (k / b) k (Nat.div_le_self _ _),
    Finset.sum_range_succ']
  simp only [hs, pow_zero, Nat.div_one, zero_add, pow_one]
  rw [← Finset.sum_div]
  ring

/-- In base `b ≥ 2` every van der Corput point lies in the unit interval `[0, 1)`. -/
theorem radicalInverse_mem {b : ℕ} (hb : 2 ≤ b) (k : ℕ) :
    0 ≤ radicalInverse b k ∧ radicalInverse b k < 1 := by
  induction k using Nat.strong_induction_on with
  | _ k ih =>
    rcases Nat.eq_zero_or_pos k with rfl | hk
    · simp [radicalInverse]
    · obtain ⟨h0, h1⟩ := ih (k / b) (Nat.div_lt_self hk hb)
      have hb0 : (0 : ℝ) < b := by exact_mod_cast (by omega : 0 < b)
      have hd : ((k % b : ℕ) : ℝ) + 1 ≤ b := by
        exact_mod_cast Nat.mod_lt k (by omega : 0 < b)
      rw [radicalInverse_step hb]
      exact ⟨by positivity, by rw [div_lt_one hb0]; linarith⟩

/-- For `b ≥ 2`, a number lies in stratum `j` exactly when its multiple by `b ^ m` lies in
`[j, j + 1)`. -/
theorem mem_stratum {b : ℕ} (hb : 2 ≤ b) (m j : ℕ) (x : ℝ) :
    x ∈ stratum b m j ↔ (j : ℝ) ≤ x * (b : ℝ) ^ m ∧ x * (b : ℝ) ^ m < j + 1 := by
  have hb0 : (0 : ℝ) < b := by exact_mod_cast (by omega : 0 < b)
  have hM : (0 : ℝ) < (b : ℝ) ^ m := pow_pos hb0 m
  rw [stratum, Set.mem_Ico, div_le_iff₀ hM, lt_div_iff₀ hM]

/-- In base `b ≥ 2`, the points that fall in a given one of the `b ^ m` strata are exactly
those whose index has one particular residue modulo `b ^ m`. -/
theorem stratum_iff_residue {b : ℕ} (hb : 2 ≤ b) (m : ℕ) : ∀ j < b ^ m,
    ∃ r < b ^ m, ∀ k, radicalInverse b k ∈ stratum b m j ↔ k % b ^ m = r := by
  induction m with
  | zero =>
    intro j hj
    have hj0 : j = 0 := by simpa using hj
    subst hj0
    refine ⟨0, by simp, fun k => ?_⟩
    have h := radicalInverse_mem hb k
    simp [stratum, Nat.mod_one, h.1, h.2]
  | succ m ih =>
    intro j hj
    have hbp : 0 < b := by omega
    have hMp : 0 < b ^ m := pow_pos hbp m
    obtain ⟨r, hr, hrk⟩ := ih (j % b ^ m) (Nat.mod_lt _ hMp)
    have hc : j / b ^ m < b := by
      rw [Nat.div_lt_iff_lt_mul hMp, ← pow_succ']
      exact hj
    have hjR : (j : ℝ) = (b : ℝ) ^ m * (j / b ^ m : ℕ) + (j % b ^ m : ℕ) := by
      exact_mod_cast (Nat.div_add_mod j (b ^ m)).symm
    have hj' : ((j % b ^ m : ℕ) : ℝ) + 1 ≤ (b : ℝ) ^ m := by
      exact_mod_cast Nat.mod_lt j hMp
    have hj0 : (0 : ℝ) ≤ ((j % b ^ m : ℕ) : ℝ) := Nat.cast_nonneg _
    generalize j / b ^ m = c at *
    generalize j % b ^ m = i at *
    have hb0 : (0 : ℝ) < b := by exact_mod_cast hbp
    have hM : (0 : ℝ) < (b : ℝ) ^ m := pow_pos hb0 m
    refine ⟨c + b * r, ?_, fun k => ?_⟩
    · have h := Nat.mul_le_mul_left b (Nat.succ_le_of_lt hr)
      rw [Nat.mul_succ] at h
      rw [pow_succ']
      omega
    -- the leading digit of the stratum fixes the lowest digit of the index
    have key : radicalInverse b k ∈ stratum b (m + 1) j ↔
        k % b = c ∧ radicalInverse b (k / b) ∈ stratum b m i := by
      obtain ⟨h0, h1⟩ := radicalInverse_mem hb (k / b)
      have e : radicalInverse b k * (b : ℝ) ^ (m + 1)
          = (b : ℝ) ^ m * (k % b : ℕ) + radicalInverse b (k / b) * (b : ℝ) ^ m := by
        rw [radicalInverse_step hb k, pow_succ]
        field_simp
      rw [mem_stratum hb, mem_stratum hb, e, hjR]
      have w0 := mul_nonneg h0 hM.le
      have w1 := mul_lt_mul_of_pos_right h1 hM
      constructor
      · rintro ⟨hl, hu⟩
        have hd : k % b = c := by
          rcases lt_trichotomy (k % b) c with h | h | h
          · have h' : ((k % b : ℕ) : ℝ) + 1 ≤ c := by exact_mod_cast h
            have := mul_le_mul_of_nonneg_left h' hM.le
            linarith
          · exact h
          · have h' : (c : ℝ) + 1 ≤ ((k % b : ℕ) : ℝ) := by exact_mod_cast h
            have := mul_le_mul_of_nonneg_left h' hM.le
            linarith
        rw [hd] at hl hu
        exact ⟨hd, by linarith, by linarith⟩
      · rintro ⟨hd, hl, hu⟩
        rw [hd]
        exact ⟨by linarith, by linarith⟩
    rw [key, hrk, pow_succ', Nat.mod_mul]
    constructor
    · rintro ⟨h1, h2⟩
      rw [h1, h2]
    · intro h
      have h1 : k % b = c := by
        have h2 := congrArg (· % b) h
        simpa [Nat.add_mul_mod_self_left, Nat.mod_eq_of_lt hc] using h2
      rw [h1] at h
      exact ⟨h1, Nat.eq_of_mul_eq_mul_left hbp (Nat.add_left_cancel h)⟩

/-- Stratification in base `b ≥ 2`: among any `b ^ m` consecutive van der Corput points,
exactly one falls in each of the `b ^ m` strata. -/
theorem existsUnique_in_window {b : ℕ} (hb : 2 ≤ b) (n m j : ℕ) (hj : j < b ^ m) :
    ∃! k, (n ≤ k ∧ k < n + b ^ m) ∧ radicalInverse b k ∈ stratum b m j := by
  obtain ⟨r, hr, hrk⟩ := stratum_iff_residue hb m j hj
  simp only [hrk]
  generalize b ^ m = M at *
  have hn := Nat.div_add_mod n M
  have hnM := Nat.mod_lt n (by omega : 0 < M)
  have hsucc := Nat.mul_succ M (n / M)
  -- for `k` in the window and `l` below its end, both with residue `r`,
  -- `l` is not in a later block of `M` integers than `k`
  have apart : ∀ k l : ℕ, k % M = r → l % M = r → k < n + M → n ≤ k → l < n + M →
      ¬ k / M < l / M := by
    intro k l hk hl _ _ _ h
    have h1 := Nat.mul_le_mul_left M (Nat.succ_le_of_lt h)
    rw [Nat.mul_succ] at h1
    have h2 := Nat.div_add_mod k M
    have h3 := Nat.div_add_mod l M
    omega
  have hex : ∃ k, (n ≤ k ∧ k < n + M) ∧ k % M = r := by
    by_cases h : n % M ≤ r
    · exact ⟨M * (n / M) + r, ⟨by omega, by omega⟩,
        by rw [Nat.mul_add_mod, Nat.mod_eq_of_lt hr]⟩
    · exact ⟨M * (n / M).succ + r, ⟨by omega, by omega⟩,
        by rw [Nat.mul_add_mod, Nat.mod_eq_of_lt hr]⟩
  obtain ⟨k, hk, hkr⟩ := hex
  refine ⟨k, ⟨hk, hkr⟩, ?_⟩
  rintro l ⟨hl, hlr⟩
  have h1 := apart k l hkr hlr hk.2 hk.1 hl.2
  have h2 := apart l k hlr hkr hl.2 hl.1 hk.2
  have h3 : l / M = k / M := by omega
  rw [← Nat.div_add_mod l M, ← Nat.div_add_mod k M, h3, hlr, hkr]

/-- The binary case: each aligned block of `2 ^ m` indices has exactly one point in each
dyadic interval `[j / 2 ^ m, (j + 1) / 2 ^ m)` with `j < 2 ^ m`. -/
theorem binary_stratification (a m j : ℕ) (hj : j < 2 ^ m) :
    ∃! k, (a * 2 ^ m ≤ k ∧ k < (a + 1) * 2 ^ m) ∧
      radicalInverse 2 k ∈ Set.Ico ((j : ℝ) / 2 ^ m) (((j : ℝ) + 1) / 2 ^ m) := by
  have h := existsUnique_in_window (le_refl 2) (a * 2 ^ m) m j hj
  have e : (a + 1) * 2 ^ m = a * 2 ^ m + 2 ^ m := by ring
  rw [e]
  simpa only [stratum, Nat.cast_ofNat] using h

/-- Quadrature error in base `b ≥ 2`: for an integrand with Lipschitz constant `K` on `[0, 1]`,
the average over any `b ^ m` consecutive points is within `K / b ^ m` of the integral. -/
theorem quadrature_error {b : ℕ} (hb : 2 ≤ b) (n m : ℕ) {f : ℝ → ℝ} {K : NNReal}
    (hf : LipschitzOnWith K f (Set.Icc 0 1)) :
    |(∑ k ∈ Finset.Ico n (n + b ^ m), f (radicalInverse b k)) / (b : ℝ) ^ m
      - ∫ x in (0 : ℝ)..1, f x| ≤ K / (b : ℝ) ^ m := by
  have hb0 : (0 : ℝ) < b := by exact_mod_cast (by omega : 0 < b)
  have hM : (0 : ℝ) < (b : ℝ) ^ m := pow_pos hb0 m
  have hfl : ∀ k j, radicalInverse b k ∈ stratum b m j ↔
      ⌊radicalInverse b k * (b : ℝ) ^ m⌋₊ = j := fun k j => by
    rw [mem_stratum hb, Nat.floor_eq_iff (mul_nonneg (radicalInverse_mem hb k).1 hM.le)]
  have hlt : ∀ k, ⌊radicalInverse b k * (b : ℝ) ^ m⌋₊ < b ^ m := fun k => by
    rw [Nat.floor_lt (mul_nonneg (radicalInverse_mem hb k).1 hM.le), Nat.cast_pow]
    have := mul_lt_mul_of_pos_right (radicalInverse_mem hb k).2 hM
    linarith
  obtain ⟨I, hI⟩ : ∃ I : ℕ → ℝ, ∀ j, I j =
      ∫ x in ((j : ℝ) / (b : ℝ) ^ m)..(((j : ℝ) + 1) / (b : ℝ) ^ m), f x :=
    ⟨_, fun _ => rfl⟩
  have hw : ∀ j : ℕ, ((j : ℝ) + 1) / (b : ℝ) ^ m = j / (b : ℝ) ^ m + 1 / (b : ℝ) ^ m :=
    fun j => add_div _ _ _
  have hpos : 0 < 1 / (b : ℝ) ^ m := by positivity
  have hle : ∀ j : ℕ, (j : ℝ) / (b : ℝ) ^ m ≤ ((j : ℝ) + 1) / (b : ℝ) ^ m :=
    fun j => by rw [hw]; linarith
  have hsub : ∀ j < b ^ m, Set.Icc ((j : ℝ) / (b : ℝ) ^ m) (((j : ℝ) + 1) / (b : ℝ) ^ m)
      ⊆ Set.Icc 0 1 := by
    intro j hj x hx
    have h1 : (j : ℝ) + 1 ≤ (b : ℝ) ^ m := by exact_mod_cast hj
    exact ⟨le_trans (by positivity) hx.1, hx.2.trans ((div_le_one hM).2 h1)⟩
  have hint : ∀ j < b ^ m, IntervalIntegrable f MeasureTheory.volume
      ((j : ℝ) / (b : ℝ) ^ m) (((j : ℝ) + 1) / (b : ℝ) ^ m) := fun j hj =>
    (hf.continuousOn.mono (hsub j hj)).intervalIntegrable_of_Icc (hle j)
  -- split the integral into strata and match them with the sample points
  have hsum : ∑ j ∈ Finset.range (b ^ m), I j = ∫ x in (0 : ℝ)..1, f x := by
    have h := intervalIntegral.sum_integral_adjacent_intervals (f := f)
      (μ := MeasureTheory.volume) (a := fun j : ℕ => (j : ℝ) / (b : ℝ) ^ m) (n := b ^ m)
      (fun j hj => by simpa only [Nat.cast_add, Nat.cast_one] using hint j hj)
    have e1 : ((b ^ m : ℕ) : ℝ) / (b : ℝ) ^ m = 1 := by rw [Nat.cast_pow, div_self hM.ne']
    simp only [Nat.cast_add, Nat.cast_one, Nat.cast_zero, zero_div, e1] at h
    simp only [hI]
    exact h
  have hre : ∑ k ∈ Finset.Ico n (n + b ^ m), I ⌊radicalInverse b k * (b : ℝ) ^ m⌋₊
      = ∑ j ∈ Finset.range (b ^ m), I j := by
    refine Finset.sum_nbij (fun k => ⌊radicalInverse b k * (b : ℝ) ^ m⌋₊)
      (fun k _ => Finset.mem_range.2 (hlt k)) ?_ ?_ (fun _ _ => rfl)
    · intro k hk l hl h
      exact (existsUnique_in_window hb n m _ (hlt k)).unique
        ⟨Finset.mem_Ico.1 (Finset.mem_coe.1 hk), (hfl k _).2 rfl⟩
        ⟨Finset.mem_Ico.1 (Finset.mem_coe.1 hl), (hfl l _).2 h.symm⟩
    · intro j hj
      obtain ⟨k, ⟨hk, hs⟩, _⟩ :=
        existsUnique_in_window hb n m j (Finset.mem_range.1 (Finset.mem_coe.1 hj))
      exact ⟨k, Finset.mem_coe.2 (Finset.mem_Ico.2 hk), (hfl k j).1 hs⟩
  -- the error made in a single stratum
  have hloc : ∀ k, |f (radicalInverse b k) / (b : ℝ) ^ m
      - I ⌊radicalInverse b k * (b : ℝ) ^ m⌋₊| ≤ K / (b : ℝ) ^ m * (1 / (b : ℝ) ^ m) := by
    intro k
    have hj := hlt k
    have hs := (hfl k _).2 rfl
    generalize ⌊radicalInverse b k * (b : ℝ) ^ m⌋₊ = j at *
    have hv := radicalInverse_mem hb k
    generalize radicalInverse b k = v at *
    have e : f v / (b : ℝ) ^ m - I j =
        ∫ x in ((j : ℝ) / (b : ℝ) ^ m)..(((j : ℝ) + 1) / (b : ℝ) ^ m), (f v - f x) := by
      rw [hI, intervalIntegral.integral_sub intervalIntegrable_const (hint j hj),
        intervalIntegral.integral_const, smul_eq_mul]
      ring
    have B := intervalIntegral.norm_integral_le_of_norm_le_const
      (a := (j : ℝ) / (b : ℝ) ^ m) (b := ((j : ℝ) + 1) / (b : ℝ) ^ m)
      (f := fun x => f v - f x) (C := K / (b : ℝ) ^ m) (by
        intro x hx
        rw [Set.uIoc_of_le (hle j)] at hx
        have d := hf.dist_le_mul v ⟨hv.1, hv.2.le⟩ x (hsub j hj ⟨hx.1.le, hx.2⟩)
        rw [Real.dist_eq, Real.dist_eq] at d
        have hs1 := hs.1
        have hs2 := hs.2
        have hx1 := hx.1
        have hx2 := hx.2
        rw [hw] at hs2 hx2
        have hvx : |v - x| ≤ 1 / (b : ℝ) ^ m := abs_le.2 ⟨by linarith, by linarith⟩
        have h := mul_le_mul_of_nonneg_left hvx K.coe_nonneg
        rw [mul_one_div] at h
        rw [Real.norm_eq_abs]
        exact d.trans h)
    rw [hw, add_sub_cancel_left, abs_of_pos hpos, ← hw, ← e, Real.norm_eq_abs] at B
    exact B
  rw [← hsum, ← hre, Finset.sum_div, ← Finset.sum_sub_distrib]
  refine (Finset.abs_sum_le_sum_abs _ _).trans
    ((Finset.sum_le_sum (fun k _ => hloc k)).trans (le_of_eq ?_))
  rw [Finset.sum_const, Nat.card_Ico, Nat.add_sub_cancel_left, nsmul_eq_mul, Nat.cast_pow]
  field_simp

end

end VanDerCorput
```

```lean
#print axioms VanDerCorput.existsUnique_in_window
#print axioms VanDerCorput.binary_stratification
#print axioms VanDerCorput.quadrature_error
```

```
'VanDerCorput.existsUnique_in_window' depends on axioms: [propext, Classical.choice, Quot.sound]
'VanDerCorput.binary_stratification' depends on axioms: [propext, Classical.choice, Quot.sound]
'VanDerCorput.quadrature_error' depends on axioms: [propext, Classical.choice, Quot.sound]
```

## What the theorems say about your block

`radicalInverse b k` is $v(k)$, a real number. The digit $d_i$ is `k / b ^ i % b`, with integer division, and the sum stops at $i<k$ because all later digits vanish. `stratum b m j` is the bin $S_{m,j}$, closed on the left and open on the right, so a point on a boundary belongs to the bin above it.

`existsUnique_in_window` takes any starting index `n` and any bin number `j < b ^ m`. Its `∃!` says that one and only one index in the window has its point in that bin. `binary_stratification` is the case $b=2$ with blocks that start at a multiple of $2^m$.

`quadrature_error` assumes `LipschitzOnWith K f (Set.Icc 0 1)`, with `K` a nonnegative real. In your application, $f(\lambda)$ is the equilibrium mean of $\partial H/\partial\lambda$ at coupling $\lambda$, where $H$ is the Hamiltonian, and $K$ bounds how fast this mean changes with $\lambda$; an integrand that diverges at an endpoint has no such constant. For thermodynamic integration along a single coupling parameter, the theorem bounds the error from using finitely many $\lambda$ values, provided that the integrand is Lipschitz. It takes $f(\lambda)$ as known exactly, whereas yours comes from a finite simulation, whose sampling error has to be added. Window lengths other than $b^m$ and integrals over several variables would need separate statements.

## From digits to the error bound in Lean

- `radicalInverse_step` is the recursion for $v(k)$. Its auxiliary `ext` pads the digit sum with zeros, and `Finset.sum_range_succ'` splits off the lowest digit. `radicalInverse_mem` then gets $0\le v(k)<1$ by strong induction.
- `stratum_iff_residue` is the induction on $m$, with `mem_stratum` clearing the denominators. Inside it, `key` compares $d_0$ with $c$ through `lt_trichotomy`, and `linarith` rules out the two unequal cases. `Nat.mod_mul` combines the conditions on $d_0$ and $q$ into one residue.
- `existsUnique_in_window` finds the index with residue $r$ either in the block of $M$ integers that contains $n$ or in the next one, depending on whether `n % M ≤ r`. Uniqueness comes from `apart`, used in both directions: two indices in the window with residue $r$ cannot lie in different blocks, since they would then be at least $M$ apart. With the same block and the same residue, they are equal.
- `quadrature_error` identifies the bin of a point as the integer part of $v(k)b^m$. `hsum` splits the integral into bins, `hre` uses the stratification to match bins with sample points, and `hloc` is the bound $K/M^2$ for one bin. The triangle inequality adds them up.
